# For 2m Majorana matrices of size 2^m, linear commutators characterise scalar-plus-quadratic operators

The Majorana operators are taken here as any \(2m\) complex matrices \(g_0,\dots,g_{2m-1}\) of size \(2^m\) satisfying

\[
g_a g_b+g_b g_a=2\delta_{ab}\,1 ,
\]

and not as one particular set of Jordan–Wigner strings. The result therefore applies to every qubit encoding that meets this relation at this size.

For a matrix \(X\) of the same size, write \([X,g_k]=Xg_k-g_kX\). Every \([X,g_k]\) lies in the span of the \(g_a\) if and only if \(X\) is a scalar plus a combination of products \(g_ag_b\) with \(a<b\). If \([X,g_k]=\sum_a A_{ak}g_a\), then

\[
X=\frac{\operatorname{tr}X}{2^m}\,1+\sum_{a<b}\frac{A_{ab}}{2}\,g_ag_b .
\]

## Evolving a 2m by 2m matrix in place of a 2^m one

Let \(X\) be the Hamiltonian. When the Heisenberg equations for the \(g_k\) are linear in the \(g_k\), a free-fermion code can evolve these operators with the \(2m\times 2m\) matrix \(A\). For \(2m\) Majorana matrices of size \(2^m\), the equivalence says that this linear closure holds for non-interacting Hamiltonians, quadratic up to a constant, and for no others.

## From the commutators to the coefficients

**Quadratic operators have linear commutators.** Regrouping gives

\[
[g_ag_b,g_k]=g_a(g_bg_k+g_kg_b)-(g_ag_k+g_kg_a)g_b=2\delta_{bk}g_a-2\delta_{ak}g_b .
\]

For \(Q=\sum_{a<b}h_{ab}g_ag_b\) this yields

\[
[Q,g_k]=2\sum_{a<k}h_{ak}g_a-2\sum_{a>k}h_{ka}g_a .
\]

A scalar adds nothing, which proves one direction.

**\(A\) is antisymmetric.** Conversely, let \([X,g_k]=\sum_aA_{ak}g_a\). Then \([X,g_k]g_l+g_l[X,g_k]=2A_{lk}1\). Adding the same equation with \(k\) and \(l\) exchanged gives

\[
2(A_{lk}+A_{kl})\,1=[X,\,g_kg_l+g_lg_k]=0 ,
\]

because \(X\) commutes with a scalar.

**Subtract the quadratic part.** Set \(h_{ab}=A_{ab}/2\) in \(Q\). By antisymmetry \([Q,g_k]=\sum_aA_{ak}g_a\), so \(Y=X-Q\) commutes with every \(g_k\).

**\(Y\) is a scalar.** For a set \(S\) of modes let \(P_S\) be the product of its \(g_a\), with \(P_\emptyset=1\). It is invertible, since \(g_a^2=1\), and \(g_kP_S=s_S(k)P_Sg_k\), where \(s_S(k)=(-1)^{|S|}\), with the sign reversed if \(k\in S\).

Suppose \(s_S=s_T\). If \(|S|\) and \(|T|\) have equal parity, then \(S=T\). If not, \(T\) is the complement of \(S\), so \(|S|+|T|=2m\) is even, a contradiction.

For \(S\ne T\) there is thus a \(k\) with \(s_S(k)\neq s_T(k)\). Conjugation by \(g_k\) preserves the trace of \(P_S^{-1}P_T\) but reverses its sign, so the trace vanishes. For \(S=T\) it is \(2^m\). The \(4^m\) monomials are therefore linearly independent and span the \(4^m\)-dimensional matrix space. \(Y\) commutes with all of them, hence with every matrix, and \(Y=c\,1\).

**The trace fixes \(c\).** For \(a\neq b\), cyclicity and anticommutation give \(\operatorname{tr}g_ag_b=-\operatorname{tr}g_ag_b=0\). So \(\operatorname{tr}Q=0\) and \(c=\operatorname{tr}X/2^m\).

## The Lean file

```lean
import Mathlib

open Matrix

namespace FreeFermionGenerators

noncomputable section

variable {n : Type*} [Fintype n] [DecidableEq n] {N m : ℕ}

/-- The Majorana (Clifford) relations: `g a * g b + g b * g a` is twice the identity for
`a = b` and zero otherwise. -/
def IsMajorana (g : Fin N → Matrix n n ℂ) : Prop :=
  ∀ a b, g a * g b + g b * g a = (if a = b then (2 : ℂ) else 0) • (1 : Matrix n n ℂ)

/-- The quadratic operator `∑ h a b • g a g b`, summed over pairs of modes `a < b`. -/
def quadratic (g : Fin N → Matrix n n ℂ) (h : Fin N → Fin N → ℂ) : Matrix n n ℂ :=
  ∑ a, ∑ b ∈ Finset.Ioi a, h a b • (g a * g b)

/-- The sign `(-1)^|S|`, reversed when the mode `k` belongs to `S`. -/
def monomialSign (S : Finset (Fin N)) (k : Fin N) : ℂ :=
  (-1) ^ S.card * (if k ∈ S then -1 else 1)

/-- Each Majorana matrix squares to the identity. -/
theorem majorana_sq {g : Fin N → Matrix n n ℂ} (hg : IsMajorana g) (a : Fin N) :
    g a * g a = 1 := by
  calc g a * g a = (1 / 2 : ℂ) • (g a * g a + g a * g a) := by module
    _ = 1 := by rw [hg a a, if_pos rfl, smul_smul]; norm_num

/-- The commutator of a quadratic operator with a Majorana matrix is the stated linear
combination of Majorana matrices. -/
theorem commutator_quadratic {g : Fin N → Matrix n n ℂ} (hg : IsMajorana g)
    (h : Fin N → Fin N → ℂ) (k : Fin N) :
    quadratic g h * g k - g k * quadratic g h =
      ∑ a, (2 * ((if a < k then h a k else 0) - (if k < a then h k a else 0))) • g a := by
  -- a single product of two Majorana matrices
  have pair : ∀ a b, g a * g b * g k - g k * (g a * g b) =
      (if b = k then (2 : ℂ) else 0) • g a - (if a = k then (2 : ℂ) else 0) • g b := by
    intro a b
    calc _ = g a * (g b * g k + g k * g b) - (g a * g k + g k * g a) * g b := by noncomm_ring
      _ = _ := by
        rw [hg b k, hg a k]
        simp only [mul_smul_comm, smul_mul_assoc, mul_one, one_mul]
  -- a double sum with arbitrary coefficients
  have gen : ∀ u : Fin N → Fin N → ℂ,
      (∑ a, ∑ b, u a b • (g a * g b)) * g k - g k * (∑ a, ∑ b, u a b • (g a * g b)) =
        ∑ a, (2 * (u a k - u k a)) • g a := by
    intro u
    have e1 : ∑ a, ∑ b, u a b • (if b = k then (2 : ℂ) else 0) • g a =
        ∑ a, (2 * u a k) • g a := by
      refine Finset.sum_congr rfl fun a _ => ?_
      rw [Finset.sum_eq_single k]
      · rw [if_pos rfl, smul_smul, mul_comm]
      · intro b _ hb
        rw [if_neg hb, zero_smul, smul_zero]
      · simp
    have e2 : ∑ a, ∑ b, u a b • (if a = k then (2 : ℂ) else 0) • g b =
        ∑ b, (2 * u k b) • g b := by
      rw [Finset.sum_eq_single k]
      · refine Finset.sum_congr rfl fun b _ => ?_
        rw [if_pos rfl, smul_smul, mul_comm]
      · intro a _ ha
        refine Finset.sum_eq_zero fun b _ => ?_
        rw [if_neg ha, zero_smul, smul_zero]
      · simp
    simp only [Finset.sum_mul, Finset.mul_sum, ← Finset.sum_sub_distrib, smul_mul_assoc,
      mul_smul_comm, ← smul_sub, pair]
    simp only [smul_sub, Finset.sum_sub_distrib, e1, e2]
    rw [← Finset.sum_sub_distrib]
    refine Finset.sum_congr rfl fun a _ => ?_
    module
  have hq : quadratic g h = ∑ a, ∑ b, (if a < b then h a b else 0) • (g a * g b) := by
    unfold quadratic
    refine Finset.sum_congr rfl fun a _ => ?_
    have hI : Finset.Ioi a = Finset.univ.filter (fun b => a < b) := by ext; simp
    rw [hI, Finset.sum_filter]
    refine Finset.sum_congr rfl fun b _ => ?_
    split_ifs <;> simp
  rw [hq]
  exact gen (fun a b => if a < b then h a b else 0)

/-- For an even number of modes, a set of modes is determined by its signs. -/
theorem monomialSign_injective {S T : Finset (Fin (2 * m))}
    (h : ∀ k, monomialSign S k = monomialSign T k) : S = T := by
  unfold monomialSign at h
  have hne : (-1 : ℂ) ^ T.card ≠ 0 := pow_ne_zero _ (by norm_num)
  have same : (-1 : ℂ) ^ S.card = (-1) ^ T.card → S = T := by
    intro e
    ext k
    have h1 := h k
    rw [e] at h1
    have h2 := mul_left_cancel₀ hne h1
    by_cases a : k ∈ S <;> by_cases b : k ∈ T <;>
      first
        | exact iff_of_true a b
        | exact iff_of_false a b
        | (exfalso; norm_num [a, b] at h2)
  -- opposite parities would force complementary sets, whose sizes have equal parity
  have opp : (-1 : ℂ) ^ S.card = -(-1) ^ T.card → S.card + T.card = 2 * m := by
    intro e
    have hT : T = Sᶜ := by
      ext k
      rw [Finset.mem_compl]
      have h1 := h k
      rw [e, neg_mul, ← mul_neg] at h1
      have h2 := mul_left_cancel₀ hne h1
      by_cases a : k ∈ S <;> by_cases b : k ∈ T <;>
        first
          | exact iff_of_true b a
          | exact iff_of_false b (not_not.mpr a)
          | (exfalso; norm_num [a, b] at h2)
    have hc := Finset.card_add_card_compl S
    rwa [← hT, Fintype.card_fin] at hc
  rcases S.card.even_or_odd with hS | hS <;> rcases T.card.even_or_odd with hT | hT
  · exact same (by simp [hS.neg_one_pow, hT.neg_one_pow])
  · have := opp (by simp [hS.neg_one_pow, hT.neg_one_pow])
    rw [Nat.even_iff] at hS
    rw [Nat.odd_iff] at hT
    omega
  · have := opp (by simp [hS.neg_one_pow, hT.neg_one_pow])
    rw [Nat.odd_iff] at hS
    rw [Nat.even_iff] at hT
    omega
  · exact same (by simp [hS.neg_one_pow, hT.neg_one_pow])

/-- For each set of modes there is an invertible matrix that commutes or anticommutes with each
`g k` according to `monomialSign`, and commutes with whatever commutes with all `g k`. -/
theorem exists_monomial {g : Fin N → Matrix n n ℂ} (hg : IsMajorana g) (S : Finset (Fin N)) :
    ∃ P Q : Matrix n n ℂ, Q * P = 1 ∧ (∀ k, g k * P = monomialSign S k • (P * g k)) ∧
      ∀ Y, (∀ k, Y * g k = g k * Y) → Y * P = P * Y := by
  induction S using Finset.induction_on with
  | empty => exact ⟨1, 1, by simp, fun k => by simp [monomialSign], fun Y _ => by simp⟩
  | insert a S ha ih =>
    obtain ⟨P, Q, hQ, hP, hc⟩ := ih
    refine ⟨P * g a, g a * Q, ?_, ?_, ?_⟩
    · calc g a * Q * (P * g a) = g a * (Q * P) * g a := by noncomm_ring
        _ = 1 := by rw [hQ, mul_one, majorana_sq hg]
    · intro k
      have e : g k * (P * g a) = monomialSign S k • (P * (g k * g a)) := by
        rw [← mul_assoc, hP k, smul_mul_assoc, mul_assoc]
      rw [e]
      unfold monomialSign
      rw [Finset.card_insert_of_notMem ha]
      by_cases hk : k = a
      · rw [hk, if_neg ha, if_pos (Finset.mem_insert_self a S), mul_assoc P (g a) (g a)]
        module
      · have anti : g k * g a = -(g a * g k) := by
          have h1 := hg k a
          rw [if_neg hk, zero_smul] at h1
          exact eq_neg_of_add_eq_zero_left h1
        rw [anti, mul_neg, ← mul_assoc P (g a) (g k)]
        by_cases hkS : k ∈ S
        · rw [if_pos hkS, if_pos (Finset.mem_insert_of_mem hkS)]
          module
        · rw [if_neg hkS, if_neg (by simp [hk, hkS])]
          module
    · intro Y hY
      rw [← mul_assoc, hc Y hY, mul_assoc, hY a, mul_assoc]

/-- A matrix of size `2^m` that commutes with all `2m` Majorana matrices is a scalar. -/
theorem scalar_of_commute {g : Fin (2 * m) → Matrix n n ℂ} (hn : Fintype.card n = 2 ^ m)
    (hg : IsMajorana g) (Y : Matrix n n ℂ) (hY : ∀ k, Y * g k = g k * Y) :
    ∃ c : ℂ, Y = c • (1 : Matrix n n ℂ) := by
  choose P Q hQ hP hc using exists_monomial hg
  have hQ' : ∀ S k, Q S * g k = monomialSign S k • (g k * Q S) := by
    intro S k
    have hPQ : P S * Q S = 1 := mul_eq_one_comm.mp (hQ S)
    calc Q S * g k = Q S * (g k * P S) * Q S := by
          rw [mul_assoc, mul_assoc (g k), hPQ, mul_one]
      _ = _ := by
          rw [hP, mul_smul_comm, smul_mul_assoc, ← mul_assoc (Q S), hQ, one_mul]
  -- different monomials are orthogonal under the trace
  have ht : ∀ S T, S ≠ T → (Q S * P T).trace = 0 := by
    intro S T hST
    have hex : ∃ k, monomialSign S k ≠ monomialSign T k := by
      by_contra! hcon
      exact hST (monomialSign_injective hcon)
    obtain ⟨k, hk⟩ := hex
    have e : monomialSign T k * (Q S * P T).trace = monomialSign S k * (Q S * P T).trace := by
      calc _ = (Q S * (g k * P T) * g k).trace := by
            rw [hP, mul_smul_comm, smul_mul_assoc, Matrix.trace_smul, smul_eq_mul,
              mul_assoc (Q S), mul_assoc (P T), majorana_sq hg, mul_one]
        _ = _ := by
            rw [← mul_assoc (Q S), hQ', smul_mul_assoc, smul_mul_assoc, Matrix.trace_smul,
              smul_eq_mul, Matrix.trace_mul_comm _ (g k), mul_assoc (g k) (Q S),
              ← mul_assoc (g k) (g k), majorana_sq hg, one_mul]
    by_contra hne
    exact hk (mul_right_cancel₀ hne e).symm
  have li : LinearIndependent ℂ P := by
    rw [Fintype.linearIndependent_iff]
    intro c h0 S
    have h1 := congrArg (fun M => (Q S * M).trace) h0
    simp only [Finset.mul_sum, mul_smul_comm, Matrix.trace_sum, Matrix.trace_smul, mul_zero,
      Matrix.trace_zero, smul_eq_mul] at h1
    have hs : ∑ T, c T * (Q S * P T).trace = c S * (Q S * P S).trace :=
      Finset.sum_eq_single S (fun T _ hT => by rw [ht S T hT.symm, mul_zero])
        (fun h => absurd (Finset.mem_univ S) h)
    rw [hs, hQ, Matrix.trace_one, hn] at h1
    simpa using h1
  -- there are `4^m` of them, so they span all matrices
  have hcard : Fintype.card (Finset (Fin (2 * m))) = Module.finrank ℂ (Matrix n n ℂ) := by
    rw [Fintype.card_finset, Fintype.card_fin, Module.finrank_matrix, Module.finrank_self, hn]
    ring
  have hspan := li.span_eq_top_of_card_eq_finrank' hcard
  have central : ∀ M, Y * M = M * Y := by
    intro M
    have hM : M ∈ Submodule.span ℂ (Set.range P) := by rw [hspan]; trivial
    induction hM using Submodule.span_induction with
    | mem x hx => obtain ⟨S, rfl⟩ := hx; exact hc S Y hY
    | zero => simp
    | add x y _ _ hx hy => rw [mul_add, add_mul, hx, hy]
    | smul a x _ hx => rw [mul_smul_comm, smul_mul_assoc, hx]
  obtain ⟨c, hc'⟩ := Matrix.mem_range_scalar_iff_commute_single'.mpr
    (fun i j => (central (Matrix.single i j 1)).symm)
  refine ⟨c, ?_⟩
  rw [← hc']
  ext i j
  simp [Matrix.scalar_apply, Matrix.diagonal_apply, Matrix.one_apply]

/-- For Majorana matrices `g k` of nonzero size, if `[X, g k] = ∑ A a k • g a` for every `k`, the
coefficient matrix `A` is antisymmetric. -/
theorem coefficients_antisymm [Nonempty n] {g : Fin N → Matrix n n ℂ} (hg : IsMajorana g)
    {X : Matrix n n ℂ} {A : Fin N → Fin N → ℂ}
    (hX : ∀ k, X * g k - g k * X = ∑ a, A a k • g a) (k l : Fin N) : A k l = -A l k := by
  have anti : ∀ k l, (X * g k - g k * X) * g l + g l * (X * g k - g k * X) =
      (2 * A l k) • (1 : Matrix n n ℂ) := by
    intro k l
    rw [hX k, Finset.sum_mul, Finset.mul_sum, ← Finset.sum_add_distrib]
    simp only [smul_mul_assoc, mul_smul_comm, ← smul_add, fun a => hg a l]
    rw [Finset.sum_eq_single l]
    · rw [if_pos rfl, smul_smul, mul_comm]
    · intro b _ hb
      rw [if_neg hb, zero_smul, smul_zero]
    · simp
  -- `X` commutes with the scalar `g k * g l + g l * g k`
  have e : (2 * A l k + 2 * A k l) • (1 : Matrix n n ℂ) = 0 := by
    rw [add_smul, ← anti k l, ← anti l k]
    calc _ = X * (g k * g l + g l * g k) - (g k * g l + g l * g k) * X := by noncomm_ring
      _ = 0 := by
        rw [hg k l, mul_smul_comm, smul_mul_assoc, mul_one, one_mul, sub_self]
  rcases smul_eq_zero.mp e with h | h
  · linear_combination h / 2
  · exact absurd h one_ne_zero

/-- Let the `2m` Majorana matrices have size `2^m`. If `[X, g k] = ∑ A a k • g a` for every `k`,
then `X` is its normalised trace times the identity plus the quadratic operator with coefficients `A
a b / 2`. -/
theorem eq_trace_add_quadratic {g : Fin (2 * m) → Matrix n n ℂ}
    (hn : Fintype.card n = 2 ^ m) (hg : IsMajorana g) {X : Matrix n n ℂ}
    {A : Fin (2 * m) → Fin (2 * m) → ℂ}
    (hX : ∀ k, X * g k - g k * X = ∑ a, A a k • g a) :
    X = (X.trace / 2 ^ m) • (1 : Matrix n n ℂ) + quadratic g (fun a b => A a b / 2) := by
  have : Nonempty n := Fintype.card_pos_iff.mp (by rw [hn]; positivity)
  have coef : ∀ a k, 2 * ((if a < k then A a k / 2 else 0) -
      (if k < a then A k a / 2 else 0)) = A a k := by
    intro a k
    have hA := coefficients_antisymm hg hX a k
    rcases lt_trichotomy a k with h | h | h
    · rw [if_pos h, if_neg (lt_asymm h)]
      ring
    · subst h
      simp only [lt_irrefl, if_false]
      linear_combination (-1 / 2) * hA
    · rw [if_neg (lt_asymm h), if_pos h]
      linear_combination -hA
  -- the quadratic operator has the same commutators as `X`
  have hB : ∀ k, quadratic g (fun a b => A a b / 2) * g k -
      g k * quadratic g (fun a b => A a b / 2) = X * g k - g k * X := by
    intro k
    rw [hX k, commutator_quadratic hg]
    exact Finset.sum_congr rfl fun a _ => congrArg (· • g a) (coef a k)
  obtain ⟨c, hc⟩ := scalar_of_commute hn hg (X - quadratic g (fun a b => A a b / 2))
    (fun k => by
      rw [sub_mul, mul_sub, sub_eq_sub_iff_sub_eq_sub]
      exact (hB k).symm)
  have hX' := sub_eq_iff_eq_add.mp hc
  -- products of two different Majorana matrices are traceless
  have h0 : (quadratic g (fun a b => A a b / 2)).trace = 0 := by
    unfold quadratic
    rw [Matrix.trace_sum]
    refine Finset.sum_eq_zero fun a _ => ?_
    rw [Matrix.trace_sum]
    refine Finset.sum_eq_zero fun b hb => ?_
    have h1 := congrArg Matrix.trace (hg a b)
    rw [if_neg (Finset.mem_Ioi.mp hb).ne, zero_smul, Matrix.trace_add,
      Matrix.trace_mul_comm (g b) (g a), Matrix.trace_zero] at h1
    have h2 : (g a * g b).trace = 0 := by linear_combination h1 / 2
    rw [Matrix.trace_smul, h2, smul_zero]
  have ht : X.trace = c * 2 ^ m := by
    rw [hX', Matrix.trace_add, Matrix.trace_smul, Matrix.trace_one, h0, hn]
    simp
  rw [ht, mul_div_cancel_right₀ _ (pow_ne_zero m two_ne_zero)]
  exact hX'

/-- All commutators of `X` with the `2m` Majorana matrices of size `2^m` are linear in these
matrices exactly when `X` is a scalar plus a quadratic operator. -/
theorem commutators_linear_iff_quadratic {g : Fin (2 * m) → Matrix n n ℂ}
    (hn : Fintype.card n = 2 ^ m) (hg : IsMajorana g) (X : Matrix n n ℂ) :
    (∀ k, X * g k - g k * X ∈ Submodule.span ℂ (Set.range g)) ↔
      ∃ (c : ℂ) (h : Fin (2 * m) → Fin (2 * m) → ℂ),
        X = c • (1 : Matrix n n ℂ) + quadratic g h := by
  constructor
  · intro hX
    choose A hA using fun k => (Submodule.mem_span_range_iff_exists_fun ℂ).mp (hX k)
    exact ⟨_, _, eq_trace_add_quadratic hn hg (A := fun a k => A k a) fun k => (hA k).symm⟩
  · rintro ⟨c, h, rfl⟩ k
    have e : (c • (1 : Matrix n n ℂ) + quadratic g h) * g k -
        g k * (c • (1 : Matrix n n ℂ) + quadratic g h) =
        quadratic g h * g k - g k * quadratic g h := by
      rw [add_mul, mul_add, smul_mul_assoc, mul_smul_comm, one_mul, mul_one]
      abel
    rw [e, commutator_quadratic hg]
    exact Submodule.sum_mem _ fun a _ =>
      Submodule.smul_mem _ _ (Submodule.subset_span ⟨a, rfl⟩)

/-- The Pauli matrices `σx` and `σy`. -/
def pauliPair : Fin 2 → Matrix (Fin 2) (Fin 2) ℂ :=
  ![!![0, 1; 1, 0], !![0, -Complex.I; Complex.I, 0]]

/-- The matrices `σx`, `σy` satisfy the Majorana relations, and the commutators of `σz` with
them are the stated linear combinations of `σx` and `σy`. -/
theorem pauliPair_witness : IsMajorana pauliPair ∧
    ∀ k, !![1, 0; 0, -1] * pauliPair k - pauliPair k * !![1, 0; 0, -1] =
      ∑ a, (!![0, -2 * Complex.I; 2 * Complex.I, 0] : Matrix (Fin 2) (Fin 2) ℂ) a k •
        pauliPair a := by
  constructor
  · intro a b
    ext i j
    fin_cases a <;> fin_cases b <;> fin_cases i <;> fin_cases j <;>
      simp [pauliPair] <;> ring1
  · intro k
    ext i j
    fin_cases k <;> fin_cases i <;> fin_cases j <;>
      simp [pauliPair, Fin.sum_univ_succ] <;>
      first | ring1 | (ring_nf; simp)

end

end FreeFermionGenerators
```

```lean
#print axioms FreeFermionGenerators.commutators_linear_iff_quadratic
```

```
'FreeFermionGenerators.commutators_linear_iff_quadratic' depends on axioms: [propext, Classical.choice, Quot.sound]
```

## What the theorems cover, and where the size matters

`commutators_linear_iff_quadratic` is the equivalence and `eq_trace_add_quadratic` the formula. The type `n` labels the basis states, `hn` says that there are \(2^m\) of them, and `hg` is the Clifford relation. `quadratic g h` reads only the entries of `h` above the diagonal. Neither \(X\) nor the \(g_k\) need be Hermitian, and \(m=0\) is allowed.

The lemmas follow the derivation:

- `commutator_quadratic` computes \([Q,g_k]\); `noncomm_ring` does the regrouping, and the Kronecker deltas collapse the sums.
- `coefficients_antisymm` evaluates the exchanged sum in two ways.
- `monomialSign_injective` is the parity argument, closed by `omega`.
- `exists_monomial` builds \(P_S\) and its inverse by induction on \(S\), one factor at a time.
- `scalar_of_commute` combines trace orthogonality with the dimension count, then extends commutation from the monomials to their span.

`pauliPair_witness` checks the hypotheses for \(m=1\) with \(\sigma_x,\sigma_y\) and \(X=\sigma_z\). The file does not construct Majorana matrices for general \(m\), and it treats exact closure only, with no error bound for commutators that are linear up to rounding.

The size condition fails as soon as a code carries a spectator qubit. Take \(m=1\) but matrices of size 4, with \(g_0=\sigma_x\otimes1\), \(g_1=\sigma_y\otimes1\) and \(X=1\otimes\sigma_z\). Both commutators vanish, so they lie in the span. Yet every scalar plus a multiple of \(g_0g_1=i\sigma_z\otimes1\) acts trivially on the second qubit, and \(X\) does not.
